# Excitation operators from one reference determinant commute at every rank

Fix a division of the spin orbitals into occupied and virtual. If the creators and annihilators obey the canonical anticommutation relations, any two excitation operators commute, whatever their ranks, and so do any two linear combinations of them. In single-reference coupled-cluster theory, where the division is fixed, this is what allows $e^{T_1+T_2}$ to be factored as $e^{T_1}e^{T_2}$.

## Counting signs

Let $x_k$ be elements of a ring with $x_kx_l=-x_lx_k$ for all $k,l$. For a list $s$ of $|s|$ labels, let $X_s$ be the product of the corresponding $x_k$ in order, with $X_s=1$ for the empty list.

Moving one operator through a string costs one sign per factor:

$$x_kX_s=(-1)^{|s|}X_sx_k.$$

This is trivial for the empty list. If it holds for $s$, then putting $x_m$ in front gives

$$x_kx_mX_s=-x_mx_kX_s=(-1)^{|s|+1}x_mX_sx_k.$$

For two strings the rule is $X_sX_t=(-1)^{|s||t|}X_tX_s$, again trivial for empty $s$. If it holds for $s$, then

$$x_kX_sX_t=(-1)^{|s||t|}x_kX_tX_s=(-1)^{(|s|+1)|t|}X_tx_kX_s.$$

If $|s|$ is even, the sign is $+1$ for every $t$; if both lengths are odd, it is $-1$.

Now let $a_p$ and $c_p$ be the annihilator and creator of spin orbital $p$, with

$$a_pa_q+a_qa_p=0,\quad c_pc_q+c_qc_p=0,\quad a_pc_q+c_qa_p=\delta_{pq}.$$

Set $x_p=a_p$ for occupied $p$ and $x_p=c_p$ for virtual $p$. Two occupied or two virtual labels anticommute by the first two relations. An occupied and a virtual label differ, so $\delta_{pq}=0$ and the third relation gives anticommutation too.

A rank-$n$ excitation, $n$ virtual creators followed by $n$ occupied annihilators, is therefore a string of even length $2n$, and any two commute. For $T=\sum_i t_iX_i$ and $S=\sum_j u_jY_j$, with excitations $X_i,Y_j$ and scalar amplitudes $t_i,u_j$,

$$TS=\sum_{i,j}t_iu_jX_iY_j=\sum_{i,j}t_iu_jY_jX_i=ST.$$

## Strings in a ring

The operators live in an arbitrary ring `R`; no Hilbert space or adjoint is needed.

In Lean 4 with Mathlib:

```lean
import Mathlib

open Matrix

namespace ExcitationAlgebra

variable {ι P R : Type*} [Ring R]
```

The hypothesis on the family includes the case $k=l$.

```lean
/-- A family of operators in which any two members anticommute, each member with itself
included. -/
def Anticommuting (x : ι → R) : Prop :=
  ∀ k l, x k * x l = -(x l * x k)

/-- The operator string `x k₁ * x k₂ * ⋯` read off from a list of labels. -/
def opString (x : ι → R) (s : List ι) : R :=
  (s.map x).prod
```

The first induction follows the calculation above, with `h k m` supplying the new sign.

```lean
/-- Moving one operator of an anticommuting family through a string costs one sign for each
operator in the string. -/
theorem move_through {x : ι → R} (h : Anticommuting x) (k : ι) (s : List ι) :
    x k * opString x s = (-1 : ℤ) ^ s.length • (opString x s * x k) := by
  induction s with
  | nil => simp [opString]
  | cons m s ih =>
    have hc : opString x (m :: s) = x m * opString x s := by simp [opString]
    rw [hc, List.length_cons]
    calc x k * (x m * opString x s)
        = -(x m * (x k * opString x s)) := by
          rw [← mul_assoc, h k m, neg_mul, mul_assoc]
      _ = (-1 : ℤ) ^ (s.length + 1) • (x m * opString x s * x k) := by
          rw [ih, mul_smul_comm, pow_succ, mul_neg_one, neg_smul, mul_assoc]
```

This proof and the next write the sign as an integer scalar, here `(-1 : ℤ) ^ s.length •`, rather than as a factor inside `R`. Every ring carries this action of the integers, and `mul_smul_comm` and `smul_mul_assoc` pull such a scalar out of either factor of a product. The operators keep their order while the signs collect in front, where `smul_smul` and `pow_add` combine them.

```lean
/-- Two strings of lengths `m` and `n` from an anticommuting family exchange with the sign
`(-1) ^ (m * n)`. -/
theorem string_exchange {x : ι → R} (h : Anticommuting x) (s t : List ι) :
    opString x s * opString x t =
      (-1 : ℤ) ^ (s.length * t.length) • (opString x t * opString x s) := by
  induction s with
  | nil => simp [opString]
  | cons k s ih =>
    have hc : opString x (k :: s) = x k * opString x s := by simp [opString]
    rw [hc, List.length_cons]
    -- first exchange the tail, then carry the leading operator through
    calc x k * opString x s * opString x t
        = (-1 : ℤ) ^ (s.length * t.length) • (x k * opString x t * opString x s) := by
          rw [mul_assoc, ih, mul_smul_comm, mul_assoc]
      _ = (-1 : ℤ) ^ ((s.length + 1) * t.length) •
            (opString x t * (x k * opString x s)) := by
          rw [move_through h k t, smul_mul_assoc, smul_smul, ← pow_add, add_one_mul,
            mul_assoc]
```

Parity then settles the sign.

```lean
/-- In an anticommuting family, a string of even length commutes with every string. -/
theorem even_string_commute {x : ι → R} (h : Anticommuting x) {s : List ι}
    (hs : Even s.length) (t : List ι) : Commute (opString x s) (opString x t) := by
  have e := string_exchange h s t
  rw [(hs.mul_right t.length).neg_one_pow, one_smul] at e
  exact e

/-- In an anticommuting family, two strings of odd length anticommute. -/
theorem odd_strings_anticommute {x : ι → R} (h : Anticommuting x) {s t : List ι}
    (hs : Odd s.length) (ht : Odd t.length) :
    opString x s * opString x t = -(opString x t * opString x s) := by
  rw [string_exchange h s t, (hs.mul ht).neg_one_pow, neg_smul, one_smul]
```

## From fermions to cluster operators

`CAR` postulates the canonical relations, which express fermionic antisymmetry and the orthonormality of the spin orbitals. The creator `c p` is not required to be the adjoint of `a p`.

```lean
/-- The canonical anticommutation relations for annihilators `a p` and creators `c p`
labelled by spin orbitals. -/
structure CAR [DecidableEq P] (a c : P → R) : Prop where
  ann : ∀ p q, a p * a q + a q * a p = 0
  cre : ∀ p q, c p * c q + c q * c p = 0
  mixed : ∀ p q, a p * c q + c q * a p = if p = q then 1 else 0
```

The predicate `occ` marks the occupied orbitals, and `exciter` is the family $x_p$.

```lean
/-- The operator by which an orbital enters an excitation: the annihilator if the orbital is
occupied, the creator if it is virtual. -/
def exciter (occ : P → Prop) [DecidablePred occ] (a c : P → R) (p : P) : R :=
  if occ p then a p else c p
```

The proof splits into the four combinations of occupied and virtual. In the two mixed cases, `hne` removes the contraction term.

```lean
/-- Under the canonical anticommutation relations, the occupied annihilators and virtual
creators together form an anticommuting family. -/
theorem exciter_anticommuting [DecidableEq P] {a c : P → R} (h : CAR a c)
    (occ : P → Prop) [DecidablePred occ] : Anticommuting (exciter occ a c) := by
  intro p q
  by_cases hp : occ p <;> by_cases hq : occ q <;>
    simp only [exciter, hp, hq, ↓reduceIte]
  · exact eq_neg_of_add_eq_zero_left (h.ann p q)
  · -- an occupied and a virtual orbital differ, so there is no contraction
    have hne : p ≠ q := fun e => hq (e ▸ hp)
    have hm := h.mixed p q
    rw [if_neg hne] at hm
    exact eq_neg_of_add_eq_zero_left hm
  · have hne : q ≠ p := fun e => hp (e ▸ hq)
    have hm := h.mixed q p
    rw [if_neg hne] at hm
    exact eq_neg_of_add_eq_zero_right hm
  · exact eq_neg_of_add_eq_zero_left (h.cre p q)
```

The lists `vs` and `os` hold the virtual and occupied labels. Their equal length makes the operator conserve particle number; rank zero is the identity.

```lean
/-- The excitation operators of all ranks `n`, rank zero included: `n` creators of virtual
orbitals followed by `n` annihilators of occupied orbitals. -/
def excitations (occ : P → Prop) (a c : P → R) : Set R :=
  {X | ∃ vs os : List P, vs.length = os.length ∧ (∀ p ∈ vs, ¬ occ p) ∧
    (∀ p ∈ os, occ p) ∧ X = (vs.map c).prod * (os.map a).prod}
```

The step `key` rewrites each excitation as the string with labels `vs ++ os`, whose length is even. Only one of the two strings needs that evenness.

```lean
/-- Under the canonical anticommutation relations, any two excitation operators commute,
whatever their ranks. -/
theorem excitations_commute [DecidableEq P] {a c : P → R} (h : CAR a c)
    (occ : P → Prop) {X Y : R} (hX : X ∈ excitations occ a c)
    (hY : Y ∈ excitations occ a c) : Commute X Y := by
  classical
  -- every excitation is a string of even length in the anticommuting family
  have key : ∀ Z ∈ excitations occ a c,
      ∃ s : List P, Even s.length ∧ Z = opString (exciter occ a c) s := by
    rintro Z ⟨vs, os, hlen, hv, ho, rfl⟩
    have h1 : vs.map (exciter occ a c) = vs.map c :=
      List.map_congr_left fun p hp => by simp [exciter, hv p hp]
    have h2 : os.map (exciter occ a c) = os.map a :=
      List.map_congr_left fun p hp => by simp [exciter, ho p hp]
    refine ⟨vs ++ os, ⟨os.length, by rw [List.length_append, hlen]⟩, ?_⟩
    rw [opString, List.map_append, List.prod_append, h1, h2]
  obtain ⟨s, hs, rfl⟩ := key X hX
  obtain ⟨t, _, rfl⟩ := key Y hY
  exact even_string_commute (exciter_anticommuting h occ) hs t
```

Cluster operators are taken here from the span of the excitations over a commutative ring `K`, for instance the complex numbers. This span also contains the multiples of the identity, which the usual coupled-cluster $T$ leaves out by starting at rank one. Each is a finite linear combination, even if there are infinitely many orbitals. Two nested inductions over the span carry out the double sum.

```lean
/-- Under the canonical anticommutation relations, any two cluster operators, that is, linear
combinations of excitation operators of mixed ranks, commute. -/
theorem cluster_operators_commute {K : Type*} [CommRing K] [Algebra K R] [DecidableEq P]
    {a c : P → R} (h : CAR a c) (occ : P → Prop) {T S : R}
    (hT : T ∈ Submodule.span K (excitations occ a c))
    (hS : S ∈ Submodule.span K (excitations occ a c)) : Commute T S := by
  induction hT using Submodule.span_induction with
  | mem X hX =>
    induction hS using Submodule.span_induction with
    | mem Y hY => exact excitations_commute h occ hX hY
    | zero => exact Commute.zero_right X
    | add Y Z _ _ hY hZ => exact hY.add_right hZ
    | smul r Y _ hY => exact hY.smul_right r
  | zero => exact Commute.zero_left S
  | add X Z _ _ hX hZ => exact hX.add_left hZ
  | smul r X _ hX => exact hX.smul_left r
```

The same argument with occupied and virtual interchanged shows that de-excitation operators commute among themselves. It does not make an excitation commute with a de-excitation.

## Two orbitals in matrices

Integer Jordan–Wigner matrices give a concrete instance.

```lean
/-- The Jordan–Wigner matrices of the annihilators of two spin orbitals. -/
def jwAnn : Fin 2 → Matrix (Fin 4) (Fin 4) ℤ :=
  ![!![0, 0, 1, 0; 0, 0, 0, 1; 0, 0, 0, 0; 0, 0, 0, 0],
    !![0, 1, 0, 0; 0, 0, 0, 0; 0, 0, 0, -1; 0, 0, 0, 0]]

/-- The Jordan–Wigner creators, the transposes of the annihilators. -/
def jwCre (p : Fin 2) : Matrix (Fin 4) (Fin 4) ℤ :=
  (jwAnn p)ᵀ
```

With orbital 0 occupied and orbital 1 virtual, the single excitation $c_1a_0$ is nonzero. Its factors are strings of length one that do not commute, so the even length matters. The matrix identities are checked by direct evaluation.

```lean
/-- The Jordan–Wigner matrices obey the canonical anticommutation relations, the excitation
from orbital 0 to orbital 1 is nonzero, and its two factors do not commute. -/
theorem jordanWigner_witness :
    CAR jwAnn jwCre ∧ jwCre 1 * jwAnn 0 ≠ 0 ∧
      jwCre 1 * jwAnn 0 ≠ jwAnn 0 * jwCre 1 := by
  refine ⟨⟨?_, ?_, ?_⟩, ?_, ?_⟩ <;> decide +kernel

end ExcitationAlgebra
```

```lean
#print axioms ExcitationAlgebra.odd_strings_anticommute
#print axioms ExcitationAlgebra.cluster_operators_commute
```

```
'ExcitationAlgebra.odd_strings_anticommute' depends on axioms: [propext, Quot.sound]
'ExcitationAlgebra.cluster_operators_commute' depends on axioms: [propext, Classical.choice, Quot.sound]
```
